# At a non-real energy z, replacing a finite Hermitian Hamiltonian K by a Hermitian H changes the Green's matrix, in operator norm, by at most ‖H − K‖/(Im z)²

## How much error does a truncated Hamiltonian put into the Green's matrix?

I discard the small hoppings of a tight-binding Hamiltonian, in Hermitian pairs, and then compute the Green's matrix at energy $E+i\eta$ from the truncated matrix. I rely on a small change in the Hamiltonian making a small change in the result. The estimate I have in mind, for Hermitian $H$ and $K$ of the same size and $G_H(z)=(z-H)^{-1}$, is

$$\lVert G_H(z)-G_K(z)\rVert\le\frac{\lVert H-K\rVert}{(\operatorname{Im}z)^2},\qquad \operatorname{Im}z\neq0,$$

in the Euclidean operator norm. Can this be made rigorous, with a proof that a machine has checked? And could the constant be smaller?

## The bound holds, and no smaller uniform constant works

Your estimate is correct. For non-interacting electrons in a finite orthonormal basis, it turns the norm of the discarded hoppings into an error bar on the Green's matrix at a given broadening. The error of the first-order Born approximation can be bounded in the same way.

### From a real expectation value to the Lipschitz bound

Write $z=E+i\eta$ with $E,\eta$ real and $\eta\ne0$, and let $A=z-H$. The norm $\lVert M\rVert$ is the largest factor by which $M$ stretches a vector.

**Invertibility.** Suppose $Av=0$ with $v\neq0$. Then $Hv=zv$, so $v^\dagger Hv=z\,v^\dagger v$. Since $H$ is Hermitian, $v^\dagger H=(Hv)^\dagger=\bar z\,v^\dagger$, so also $v^\dagger Hv=\bar z\,v^\dagger v$. As $v^\dagger v\ne0$, this gives $z=\bar z$, which contradicts $\eta\neq0$. Hence $G=A^{-1}$ exists.

**Size of one Green's matrix.** From $AG=1$ and its adjoint $G^\dagger A^\dagger=1$,

$$G-G^\dagger=G^\dagger A^\dagger G-G^\dagger AG=G^\dagger(\bar z-z)G=-2i\eta\,G^\dagger G.$$

Take norms, using $\lVert G^\dagger G\rVert=\lVert G\rVert^2$ and $\lVert G^\dagger\rVert=\lVert G\rVert$:

$$2|\eta|\,\lVert G\rVert^2=\lVert G-G^\dagger\rVert\le2\lVert G\rVert .$$

If $\lVert G\rVert>0$, division gives $\lVert G\rVert\le1/|\eta|$; if $\lVert G\rVert=0$, the bound is immediate.

**Difference of two.** Insert $(z-K)G_K=1$ and $G_H(z-H)=1$:

$$G_H-G_K=G_H(z-K)G_K-G_H(z-H)G_K=G_H(H-K)G_K .$$

The norm of a product is at most the product of the norms, so

$$\lVert G_H-G_K\rVert\le\frac1{|\eta|}\,\lVert H-K\rVert\,\frac1{|\eta|}=\frac{\lVert H-K\rVert}{\eta^2}.$$

**Born remainder.** With $V=H-K$, the same identity gives

$$G_H-(G_K+G_KVG_K)=G_HVG_K-G_KVG_K=(G_H-G_K)VG_K,$$

whose norm is at most $(\lVert V\rVert/\eta^2)\,\lVert V\rVert\,(1/|\eta|)=\lVert V\rVert^2/|\eta|^3$.

**The constant.** Suppose $\lVert G_H-G_K\rVert\le C\lVert H-K\rVert$ for all Hermitian pairs in a nonzero dimension. Take $K=E\cdot1$ and $H=(E+t)\cdot1$ with $t>0$. Then $\lVert H-K\rVert=t$ and

$$\lVert G_H-G_K\rVert=\left|\frac1{i\eta-t}-\frac1{i\eta}\right|=\frac{t}{|i\eta-t|\,|\eta|}.$$

Therefore $1\le C|\eta|\,|i\eta-t|\le C|\eta|(|\eta|+t)$. Letting $t\to0$ gives $1\le C\eta^2$.

### The Lean file

```lean
import Mathlib

open Matrix
open scoped Matrix.Norms.L2Operator ComplexOrder

namespace GreenLipschitz

variable {n : Type*} [Fintype n] [DecidableEq n]

/-- The Green's matrix `(z - H)⁻¹` of the Hamiltonian `H` at complex energy `z`,
meant for energies at which `z - H` is invertible. -/
noncomputable def green (H : Matrix n n ℂ) (z : ℂ) : Matrix n n ℂ :=
  (z • (1 : Matrix n n ℂ) - H)⁻¹

/-- For a Hermitian Hamiltonian and an energy off the real axis, `z - H` is invertible. -/
theorem isUnit_det_energy_sub {H : Matrix n n ℂ} (hH : H.IsHermitian) {z : ℂ}
    (hz : z.im ≠ 0) : IsUnit (z • (1 : Matrix n n ℂ) - H).det := by
  rw [isUnit_iff_ne_zero]
  intro hdet
  obtain ⟨v, hv, hv0⟩ := Matrix.exists_mulVec_eq_zero_iff.mpr hdet
  -- a null vector would be an eigenvector of `H` with eigenvalue `z`
  have hHv : H *ᵥ v = z • v := by
    rw [Matrix.sub_mulVec, Matrix.smul_mulVec, Matrix.one_mulVec, sub_eq_zero] at hv0
    exact hv0.symm
  have hvH : star v ᵥ* H = star z • star v := by
    rw [← star_smul, ← hHv, Matrix.star_mulVec, hH.eq]
  -- evaluate `v† H v` in two ways
  have h1 : star v ⬝ᵥ (H *ᵥ v) = z * (star v ⬝ᵥ v) := by
    rw [hHv, dotProduct_smul, smul_eq_mul]
  have h2 : star v ⬝ᵥ (H *ᵥ v) = star z * (star v ⬝ᵥ v) := by
    rw [Matrix.dotProduct_mulVec, hvH, smul_dotProduct, smul_eq_mul]
  have hne : star v ⬝ᵥ v ≠ 0 := fun h => hv (dotProduct_star_self_eq_zero.mp h)
  have hzz : star z = z := mul_right_cancel₀ hne (h2.symm.trans h1)
  exact hz (Complex.conj_eq_iff_im.mp hzz)

/-- For Hermitian `H` and non-real `z`, the Green's matrix `G` satisfies `G - G† = -2i (Im z) G† G`.
-/
theorem green_sub_conjTranspose {H : Matrix n n ℂ} (hH : H.IsHermitian) {z : ℂ}
    (hz : z.im ≠ 0) :
    green H z - (green H z)ᴴ
      = (-(2 * (z.im : ℂ) * Complex.I)) • ((green H z)ᴴ * green H z) := by
  have hA : (z • (1 : Matrix n n ℂ) - H) * green H z = 1 :=
    Matrix.mul_nonsing_inv _ (isUnit_det_energy_sub hH hz)
  have hB : (green H z)ᴴ * (z • (1 : Matrix n n ℂ) - H)ᴴ = 1 := by
    rw [← Matrix.conjTranspose_mul, hA, Matrix.conjTranspose_one]
  have hc : star z - z = -(2 * (z.im : ℂ) * Complex.I) :=
    Complex.ext (by simp) (by simp; ring)
  have hd : (z • (1 : Matrix n n ℂ) - H)ᴴ - (z • (1 : Matrix n n ℂ) - H)
      = (-(2 * (z.im : ℂ) * Complex.I)) • (1 : Matrix n n ℂ) := by
    rw [Matrix.conjTranspose_sub, Matrix.conjTranspose_smul, Matrix.conjTranspose_one,
      hH.eq, sub_sub_sub_cancel_right, ← sub_smul, hc]
  have key : ∀ a b c d : Matrix n n ℂ, (a * b) * d - a * (c * d) = a * (b - c) * d := by
    intro a b c d
    noncomm_ring
  have h := key (green H z)ᴴ (z • (1 : Matrix n n ℂ) - H)ᴴ
    (z • (1 : Matrix n n ℂ) - H) (green H z)
  rw [hA, hB, hd, one_mul, mul_one, Matrix.mul_smul, mul_one, Matrix.smul_mul] at h
  exact h

/-- The Green's matrix of a Hermitian Hamiltonian has operator norm at most `1 / |Im z|`. -/
theorem norm_green_le {H : Matrix n n ℂ} (hH : H.IsHermitian) {z : ℂ} (hz : z.im ≠ 0) :
    ‖green H z‖ ≤ 1 / |z.im| := by
  have h := congrArg norm (green_sub_conjTranspose hH hz)
  have h2 : ‖-(2 * (z.im : ℂ) * Complex.I)‖ = 2 * |z.im| := by simp
  rw [norm_smul, Matrix.l2_opNorm_conjTranspose_mul_self, h2] at h
  have h1 : ‖green H z - (green H z)ᴴ‖ ≤ ‖green H z‖ + ‖green H z‖ :=
    (norm_sub_le _ _).trans_eq (by rw [Matrix.l2_opNorm_conjTranspose])
  rw [le_div_iff₀ (abs_pos.mpr hz)]
  rcases (norm_nonneg (green H z)).eq_or_lt with h0 | hpos
  · rw [← h0, zero_mul]
    exact zero_le_one
  · -- divide `|Im z| ‖G‖² ≤ ‖G‖` by `‖G‖`
    exact le_of_mul_le_mul_right (by linarith) hpos

/-- Second resolvent identity: `G_H - G_K = G_H (H - K) G_K` for Hermitian `H` and `K` at a common
non-real energy. -/
theorem green_sub_green {H K : Matrix n n ℂ} (hH : H.IsHermitian) (hK : K.IsHermitian)
    {z : ℂ} (hz : z.im ≠ 0) :
    green H z - green K z = green H z * (H - K) * green K z := by
  have hA : green H z * (z • (1 : Matrix n n ℂ) - H) = 1 :=
    Matrix.nonsing_inv_mul _ (isUnit_det_energy_sub hH hz)
  have hB : (z • (1 : Matrix n n ℂ) - K) * green K z = 1 :=
    Matrix.mul_nonsing_inv _ (isUnit_det_energy_sub hK hz)
  have key : ∀ a b c d : Matrix n n ℂ, a * (b * d) - (a * c) * d = a * (b - c) * d := by
    intro a b c d
    noncomm_ring
  have h := key (green H z) (z • (1 : Matrix n n ℂ) - K)
    (z • (1 : Matrix n n ℂ) - H) (green K z)
  rw [hA, hB, one_mul, mul_one, sub_sub_sub_cancel_left] at h
  exact h

/-- Lipschitz stability: changing the Hermitian Hamiltonian from `K` to `H` changes the
Green's matrix by at most `‖H - K‖ / (Im z)²` in the Euclidean operator norm. -/
theorem norm_green_sub_green_le {H K : Matrix n n ℂ} (hH : H.IsHermitian)
    (hK : K.IsHermitian) {z : ℂ} (hz : z.im ≠ 0) :
    ‖green H z - green K z‖ ≤ ‖H - K‖ / z.im ^ 2 := by
  rw [green_sub_green hH hK hz]
  calc ‖green H z * (H - K) * green K z‖
      ≤ ‖green H z * (H - K)‖ * ‖green K z‖ := Matrix.l2_opNorm_mul _ _
    _ ≤ (‖green H z‖ * ‖H - K‖) * ‖green K z‖ := by
        gcongr
        exact Matrix.l2_opNorm_mul _ _
    _ ≤ (1 / |z.im| * ‖H - K‖) * (1 / |z.im|) := by
        gcongr
        · exact norm_green_le hH hz
        · exact norm_green_le hK hz
    _ = ‖H - K‖ / z.im ^ 2 := by
        rw [← sq_abs z.im]
        ring

/-- For Hermitian `H` and `K` and non-real `z`, the first-order Born approximation `G_K + G_K (H -
K) G_K` to `G_H` has an error of at most `‖H - K‖² / |Im z|³`. -/
theorem norm_born_remainder_le {H K : Matrix n n ℂ} (hH : H.IsHermitian)
    (hK : K.IsHermitian) {z : ℂ} (hz : z.im ≠ 0) :
    ‖green H z - (green K z + green K z * (H - K) * green K z)‖
      ≤ ‖H - K‖ ^ 2 / |z.im| ^ 3 := by
  -- the remainder is `(G_H - G_K) (H - K) G_K`
  have hr : green H z - (green K z + green K z * (H - K) * green K z)
      = (green H z - green K z) * (H - K) * green K z := by
    rw [← sub_sub, green_sub_green hH hK hz, ← sub_mul, ← sub_mul,
      ← green_sub_green hH hK hz]
  rw [hr]
  calc ‖(green H z - green K z) * (H - K) * green K z‖
      ≤ ‖(green H z - green K z) * (H - K)‖ * ‖green K z‖ := Matrix.l2_opNorm_mul _ _
    _ ≤ (‖green H z - green K z‖ * ‖H - K‖) * ‖green K z‖ := by
        gcongr
        exact Matrix.l2_opNorm_mul _ _
    _ ≤ (‖H - K‖ / z.im ^ 2 * ‖H - K‖) * (1 / |z.im|) := by
        gcongr
        · exact norm_green_sub_green_le hH hK hz
        · exact norm_green_le hK hz
    _ = ‖H - K‖ ^ 2 / |z.im| ^ 3 := by
        rw [← sq_abs z.im]
        ring

/-- The Green's matrix of a constant Hamiltonian `a` is `1 / (z - a)` times the identity,
for `z ≠ a`. -/
theorem green_scalar {a z : ℂ} (h : z - a ≠ 0) :
    green (a • (1 : Matrix n n ℂ)) z = (z - a)⁻¹ • (1 : Matrix n n ℂ) := by
  apply Matrix.inv_eq_right_inv
  rw [← sub_smul, smul_mul_smul_comm, mul_inv_cancel₀ h, one_mul, one_smul]

/-- For a nonempty basis and a fixed non-real `z`, any `C` that bounds the change of the Green's
matrix by `C ‖H - K‖` for all Hermitian `H` and `K` satisfies `1 ≤ C (Im z)²`. -/
theorem lipschitz_constant_optimal [Nonempty n] {z : ℂ} (hz : z.im ≠ 0) {C : ℝ}
    (h : ∀ H K : Matrix n n ℂ, H.IsHermitian → K.IsHermitian →
      ‖green H z - green K z‖ ≤ C * ‖H - K‖) :
    1 ≤ C * z.im ^ 2 := by
  have hη : 0 < |z.im| := abs_pos.mpr hz
  have hN : 0 < ‖(1 : Matrix n n ℂ)‖ := norm_pos_iff.mpr one_ne_zero
  have hherm : ∀ r : ℝ, ((r : ℂ) • (1 : Matrix n n ℂ)).IsHermitian := by
    intro r
    simp [Matrix.IsHermitian, Matrix.conjTranspose_smul]
  have hne : ∀ r : ℝ, z - (r : ℂ) ≠ 0 := fun r h0 =>
    hz (by simpa using congrArg Complex.im h0)
  have hq : ‖z - (z.re : ℂ)‖ = |z.im| := by
    have e : z - (z.re : ℂ) = (z.im : ℂ) * Complex.I := Complex.ext (by simp) (by simp)
    rw [e]
    simp
  -- compare the constant Hamiltonians `Re z + t` and `Re z`
  have key : ∀ t : ℝ, 0 < t → 0 < C ∧ 1 ≤ C * |z.im| * (|z.im| + t) := by
    intro t ht
    have hb := h _ _ (hherm (z.re + t)) (hherm z.re)
    have hpq : (z - (z.re : ℂ)) - (z - ((z.re + t : ℝ) : ℂ)) = (t : ℂ) := by
      push_cast
      ring
    have hd : ((z.re + t : ℝ) : ℂ) - (z.re : ℂ) = (t : ℂ) := by
      push_cast
      ring
    have ht' : ‖(t : ℂ)‖ = t := by rw [Complex.norm_real, Real.norm_of_nonneg ht.le]
    have hp : 0 < ‖z - ((z.re + t : ℝ) : ℂ)‖ := norm_pos_iff.mpr (hne _)
    have hple : ‖z - ((z.re + t : ℝ) : ℂ)‖ ≤ |z.im| + t := by
      have e : z - ((z.re + t : ℝ) : ℂ) = (z - (z.re : ℂ)) - (t : ℂ) := by
        push_cast
        ring
      rw [e]
      exact (norm_sub_le _ _).trans_eq (by rw [hq, ht'])
    rw [green_scalar (hne _), green_scalar (hne _), ← sub_smul, ← sub_smul, norm_smul,
      norm_smul, inv_sub_inv (hne _) (hne _), hpq, hd, norm_div, norm_mul, hq, ht'] at hb
    have hb1 := le_of_mul_le_mul_right (hb.trans_eq (mul_assoc C t _).symm) hN
    rw [div_le_iff₀ (mul_pos hp hη)] at hb1
    have hb2 : 1 ≤ C * (‖z - ((z.re + t : ℝ) : ℂ)‖ * |z.im|) :=
      le_of_mul_le_mul_left (by linarith) ht
    have hC : 0 < C := pos_of_mul_pos_left (lt_of_lt_of_le one_pos hb2) (mul_pos hp hη).le
    refine ⟨hC, hb2.trans ?_⟩
    calc C * (‖z - ((z.re + t : ℝ) : ℂ)‖ * |z.im|)
        ≤ C * ((|z.im| + t) * |z.im|) := by gcongr
      _ = C * |z.im| * (|z.im| + t) := by ring
  have hC : 0 < C := (key 1 one_pos).1
  rw [← sq_abs z.im]
  by_contra hlt
  have hgap : 0 < 1 - C * |z.im| ^ 2 := by linarith [not_le.mp hlt]
  -- a sufficiently small shift `t` contradicts a smaller constant
  have hk := (key ((1 - C * |z.im| ^ 2) / (2 * (C * |z.im|))) (by positivity)).2
  have e : C * |z.im| * ((1 - C * |z.im| ^ 2) / (2 * (C * |z.im|)))
      = (1 - C * |z.im| ^ 2) / 2 := by
    field_simp
  rw [mul_add, e] at hk
  linarith

end GreenLipschitz
```

```lean
#print axioms GreenLipschitz.norm_green_sub_green_le
#print axioms GreenLipschitz.norm_born_remainder_le
#print axioms GreenLipschitz.lipschitz_constant_optimal
```

```
'GreenLipschitz.norm_green_sub_green_le' depends on axioms: [propext, Classical.choice, Quot.sound]
'GreenLipschitz.norm_born_remainder_le' depends on axioms: [propext, Classical.choice, Quot.sound]
'GreenLipschitz.lipschitz_constant_optimal' depends on axioms: [propext, Classical.choice, Quot.sound]
```

### What the theorems say about the Hamiltonians

The finite type `n` labels the basis states, and a Hamiltonian is a `Matrix n n ℂ` with the property `IsHermitian`. The definition `green H z` is $(z-H)^{-1}$. Because $z$ multiplies the identity matrix, the basis is taken to be orthonormal; an overlap matrix, as in $(zS-H)^{-1}$, is not covered. Opening `Matrix.Norms.L2Operator` makes `‖·‖` the Euclidean operator norm.

The condition `z.im ≠ 0` stands for a finite broadening or an imaginary frequency. Both signs are allowed, so retarded and advanced Green's matrices are treated alike. Mathlib's inverse of a singular matrix is zero, but `isUnit_det_energy_sub` shows that this case doesn't arise here.

In words, the main results are:

- `norm_green_sub_green_le`: for Hermitian `H` and `K` and any non-real `z`, the Green's matrices differ by at most `‖H - K‖ / z.im ^ 2`.
- `norm_born_remainder_le`: under the same hypotheses, the first-order Born approximation has error at most `‖H - K‖ ^ 2 / |z.im| ^ 3`.
- `lipschitz_constant_optimal`: for fixed `z` and a nonempty basis, a real `C` that works for every Hermitian pair satisfies `1 ≤ C * z.im ^ 2`.

The last statement concerns a constant uniform over all pairs. A particular pair may do much better, for instance when $E$ lies far from both spectra. For $H\neq K$ the bounds grow without limit as $\eta\to0$, so they give no control on the real axis. Effective Hamiltonians with a non-Hermitian self-energy are also excluded.

### How the Lean proof follows the algebra

`isUnit_det_energy_sub` assumes that the determinant vanishes and obtains a null vector `v` from `Matrix.exists_mulVec_eq_zero_iff`. The facts `h1` and `h2` are the two evaluations of $v^\dagger Hv$; cancelling the nonzero $v^\dagger v$ leaves `star z = z`.

`green_sub_conjTranspose` and `green_sub_green` prove the two identities by the same method. In each, `noncomm_ring` checks a general identity `key` for four non-commuting matrices. Rewriting with the inverse relations `hA` and `hB` then turns it into the required formula.

`norm_green_le` takes norms of the first identity. The lemma `Matrix.l2_opNorm_conjTranspose_mul_self` supplies $\lVert G^\dagger G\rVert=\lVert G\rVert^2$, and the case split separates $\lVert G\rVert=0$ from the case where division is allowed.

In `norm_green_sub_green_le`, the `calc` chain splits the triple product with `Matrix.l2_opNorm_mul`, and `gcongr` inserts the bound for each Green's matrix. `norm_born_remainder_le` first establishes the factorised remainder `hr`, then proceeds likewise, using the Lipschitz bound for the first factor.

For optimality, `green_scalar` evaluates the Green's matrix of a constant Hamiltonian. Inside `lipschitz_constant_optimal`, `key` derives $C>0$ and $1\le C|\eta|(|\eta|+t)$ for every $t>0$. The limit is replaced by a contradiction: if $C\eta^2<1$, the choice $t=(1-C\eta^2)/(2C|\eta|)$ gives $1\le(1+C\eta^2)/2$, which is false.

### A non-Hermitian counter-example

Without Hermiticity the bound already fails for $1\times1$ matrices. Take $z=i$, $K=0$ and $H=i/2$. Then $G_K=-i$ and $G_H=-2i$, so the Green's functions differ by $1$ in modulus, whereas $\lVert H-K\rVert/(\operatorname{Im}z)^2=1/2$. The eigenvalue of $H$ has left the real axis and lies closer to $z$, whereas the eigenvalues of a Hermitian matrix stay real. This $H$ describes an amplified level, not a decaying one; it serves only to test the hypothesis.

### Bounded operators in place of matrices

The Hamiltonians could also be modelled as bounded self-adjoint operators on a Hilbert space, which would include infinite lattices whose Hamiltonian is bounded, such as a chain with uniform nearest-neighbour hopping. The resolvent identities and norm estimates would keep their form, but invertibility would need a different argument, because in infinite dimension the absence of a null vector is not enough. The inequality $\lVert(z-H)v\rVert\ge|\eta|\,\lVert v\rVert$, applied at $z$ and $\bar z$, would fill that role.
